# The roots of a degree-n Rys polynomial give a positive quadrature for the Boys functions F_k(x), k < 2n

For real $x$ and $k=0,1,2,\dots$, let
$$F_k(x)=\int_0^1 t^{2k}e^{-xt^2}\,dt$$
be the Boys function. I call a monic real polynomial $p$ of degree $n$ a Rys polynomial if $\int_0^1 p(t^2)q(t^2)e^{-xt^2}dt=0$ for every real polynomial $q$ of degree below $n$. Its $n$ roots are said to be distinct and to lie in $(0,1)$, and to carry positive weights $w_u$ with $\sum_u w_u u^k=F_k(x)$ for all $k<2n$. Can this be proved rigorously, with a proof that a machine has checked?

## Nodes and weights from orthogonality

Yes. Write $L(f)=\int_0^1 f(t^2)e^{-xt^2}dt$, so that $L(X^k)=F_k(x)$. Nodes are values of $t^2$, not of $t$.

**Positivity.** Let $f\neq0$ be nonnegative on $[0,1]$. It has finitely many roots, so it is positive somewhere there. The integrand is continuous and nonnegative, hence $L(f)>0$.

**Forbidden factors.** Suppose $p=gs$ with $s$ nonconstant and nonnegative on $[0,1]$. Then $\deg g<n$, so $L(pg)=0$. But $pg=sg^2$ is nonzero and nonnegative on $[0,1]$, so $L(pg)>0$, a contradiction. This excludes:

- a root $r\le0$, with $s=X-r$;
- a root $r\ge1$, with $s=r-X$;
- a repeated real root $a$, with $s=(X-a)^2$;
- a nonconstant factor $h$ without real roots, which has fixed sign by the intermediate value theorem, with $s=\pm h$.

So $p$ has $n$ distinct roots, all in $(0,1)$.

**Exactness.** Let $\ell_u$ be the Lagrange basis polynomial equal to 1 at the root $u$ and 0 at the others, and set $w_u=L(\ell_u)$. For $\deg f<2n$, divide: $f=pq+r$ with $\deg q<n$ and $\deg r<n$. Then $L(pq)=0$ and $r(u)=f(u)$ at each root, so
$$L(f)=L(r)=\sum_u f(u)L(\ell_u)=\sum_u w_uf(u).$$
Taking $f=X^k$ gives $F_k(x)$.

**Positive weights.** Since $\deg\ell_u^2=2n-2<2n$, exactness gives $w_u=L(\ell_u^2)>0$.

**Converse and sharpness.** Let an $n$-point rule reproduce $F_k(x)$ for $k<2n$, and let $P$ be the monic polynomial with its nodes as simple roots. For $\deg q<n$, the rule is exact on $Pq$, which vanishes at every node, so $L(Pq)=0$ and $P$ is a Rys polynomial. If the rule also reproduced $F_{2n}(x)$, it would give $L(P^2)=0$, contradicting positivity.

**One node.** For $n=1$, the node is $F_1/F_0$ and the weight is $F_0$. At $x=0$ these are $1/3$ and $1$.

**Weaker orthogonality fails.** Take $x=0$, $n=2$ and require orthogonality to constants only. Then $p=X^2-1/5$ qualifies, since $\int_0^1t^4dt=1/5$, but its root $-1/\sqrt5$ lies outside $(0,1)$.

## The Lean statements and their scope

```lean
import Mathlib

open Polynomial

namespace RysQuadrature

noncomputable section

/-- The Boys function `F_k(x)`, the integral of `t^(2k) exp(-x t^2)` over `[0,1]`. -/
def boys (k : ℕ) (x : ℝ) : ℝ := ∫ t in (0 : ℝ)..1, t ^ (2 * k) * Real.exp (-x * t ^ 2)

/-- The linear functional sending a polynomial `f` to the integral of
`f(t^2) exp(-x t^2)` over `[0,1]`. -/
def rysMoment (x : ℝ) : ℝ[X] →ₗ[ℝ] ℝ where
  toFun f := ∫ t in (0 : ℝ)..1, f.eval (t ^ 2) * Real.exp (-x * t ^ 2)
  map_add' f g := by
    have hc : ∀ f : ℝ[X], IntervalIntegrable
        (fun t : ℝ => f.eval (t ^ 2) * Real.exp (-x * t ^ 2)) MeasureTheory.volume 0 1 :=
      fun f => ((f.continuous.comp (continuous_pow 2)).mul
        (by fun_prop : Continuous fun t : ℝ => Real.exp (-x * t ^ 2))).intervalIntegrable 0 1
    simp only [eval_add, add_mul]
    exact intervalIntegral.integral_add (hc f) (hc g)
  map_smul' c f := by
    simp only [eval_smul, smul_eq_mul, mul_assoc, RingHom.id_apply,
      intervalIntegral.integral_const_mul]

/-- A Rys polynomial of degree `n`: monic, and orthogonal in the variable `t^2` to all
polynomials of lower degree under the weight `exp(-x t^2)` on `[0,1]`. -/
structure IsRysPolynomial (x : ℝ) (n : ℕ) (p : ℝ[X]) : Prop where
  monic : p.Monic
  natDegree_eq : p.natDegree = n
  orthogonal : ∀ q : ℝ[X], q.degree < (n : WithBot ℕ) → rysMoment x (p * q) = 0

/-- The weight at the node `u`: the value of `rysMoment x` at the Lagrange basis polynomial of `u`
on the roots of `p`. -/
def rysWeight (x : ℝ) (p : ℝ[X]) (u : ℝ) : ℝ :=
  rysMoment x (Lagrange.basis p.roots.toFinset id u)

/-- The functional takes the monomial of degree `k` to the Boys function `F_k(x)`. -/
theorem rysMoment_X_pow (x : ℝ) (k : ℕ) : rysMoment x (X ^ k) = boys k x := by
  change (∫ t in (0 : ℝ)..1, (X ^ k : ℝ[X]).eval (t ^ 2) * Real.exp (-x * t ^ 2)) = _
  simp only [boys, eval_pow, eval_X, pow_mul]

/-- If a nonzero polynomial `f` is nonnegative on `[0,1]`, then the integral of `f(t^2) exp(-x t^2)`
over `[0,1]` is positive. -/
theorem rysMoment_pos (x : ℝ) {f : ℝ[X]} (hf : f ≠ 0)
    (h : ∀ u ∈ Set.Icc (0 : ℝ) 1, 0 ≤ f.eval u) : 0 < rysMoment x f := by
  -- finitely many roots cannot fill the interval
  obtain ⟨u, hu, hfu⟩ :=
    (Set.Icc_infinite (zero_lt_one' ℝ)).exists_notMem_finset f.roots.toFinset
  have hne : f.eval u ≠ 0 := fun h0 => hfu (Multiset.mem_toFinset.2 ((mem_roots hf).2 h0))
  have hpos : 0 < f.eval u := lt_of_le_of_ne (h u hu) hne.symm
  have hc : Continuous fun t : ℝ => f.eval (t ^ 2) * Real.exp (-x * t ^ 2) :=
    (f.continuous.comp (continuous_pow 2)).mul (by fun_prop)
  change 0 < ∫ t in (0 : ℝ)..1, f.eval (t ^ 2) * Real.exp (-x * t ^ 2)
  refine intervalIntegral.integral_pos zero_lt_one hc.continuousOn ?_
    ⟨√u, ⟨Real.sqrt_nonneg u, Real.sqrt_le_iff.2 ⟨zero_le_one, by simpa using hu.2⟩⟩, ?_⟩
  · intro t ht
    exact mul_nonneg (h _ ⟨sq_nonneg t, pow_le_one₀ ht.1.le ht.2⟩) (Real.exp_pos _).le
  · simp only [Real.sq_sqrt hu.1]
    exact mul_pos hpos (Real.exp_pos _)

/-- A Rys polynomial has no nonconstant factor that is nonnegative on `[0,1]`. -/
theorem no_nonneg_factor {x : ℝ} {n : ℕ} {p g s : ℝ[X]} (hp : IsRysPolynomial x n p)
    (hgs : p = g * s) (hs : 0 < s.natDegree) : ¬ ∀ u ∈ Set.Icc (0 : ℝ) 1, 0 ≤ s.eval u := by
  intro h
  have hp0 := hp.monic.ne_zero
  have hg0 : g ≠ 0 := fun h0 => hp0 (by rw [hgs, h0, zero_mul])
  have hs0 : s ≠ 0 := fun h0 => hp0 (by rw [hgs, h0, mul_zero])
  have hn : g.natDegree + s.natDegree = n := by
    rw [← natDegree_mul hg0 hs0, ← hgs, hp.natDegree_eq]
  have hlt : g.natDegree < n := by omega
  -- test against the cofactor: `p g = s g^2` is nonnegative
  have hpos := rysMoment_pos x (mul_ne_zero hp0 hg0) (fun u hu => by
    have e : (p * g).eval u = s.eval u * (g.eval u) ^ 2 := by
      rw [hgs]; simp only [eval_mul]; ring
    rw [e]
    exact mul_nonneg (h u hu) (sq_nonneg _))
  exact hpos.ne' (hp.orthogonal g (degree_le_natDegree.trans_lt (by exact_mod_cast hlt)))

/-- A Rys polynomial of degree `n` has `n` distinct real roots, all strictly between 0 and 1. -/
theorem rys_nodes {x : ℝ} {n : ℕ} {p : ℝ[X]} (hp : IsRysPolynomial x n p) :
    p.roots.toFinset.card = n ∧ ∀ u ∈ p.roots.toFinset, u ∈ Set.Ioo (0 : ℝ) 1 := by
  have hp0 := hp.monic.ne_zero
  constructor
  · have hnodup : p.roots.Nodup := by
      rw [Multiset.nodup_iff_count_le_one]
      intro a
      by_contra hc
      rw [count_roots] at hc
      obtain ⟨g, hg⟩ := (le_rootMultiplicity_iff hp0).1 (by omega : 2 ≤ rootMultiplicity a p)
      refine no_nonneg_factor hp (g := g) (s := (X - C a) ^ 2) (by rw [hg]; ring)
        (by rw [natDegree_pow, natDegree_X_sub_C]; norm_num) (fun u _ => ?_)
      rw [eval_pow]
      exact sq_nonneg _
    rw [Multiset.toFinset_card_of_nodup hnodup]
    -- the cofactor without real roots has a fixed sign, so it must be constant
    obtain ⟨q, hq, hdeg, hroots⟩ := exists_prod_multiset_X_sub_C_mul p
    rw [hp.natDegree_eq] at hdeg
    by_contra hcard
    have hqd : 0 < q.natDegree := by omega
    have hq0 : q ≠ 0 := fun h0 => by simp [h0] at hqd
    by_cases h : ∀ u ∈ Set.Icc (0 : ℝ) 1, 0 ≤ q.eval u
    · exact no_nonneg_factor hp hq.symm hqd h
    · push Not at h
      obtain ⟨u, _, hu⟩ := h
      refine no_nonneg_factor hp (g := -(p.roots.map fun a => X - C a).prod) (s := -q)
        (by rw [neg_mul_neg]; exact hq.symm) (by rwa [natDegree_neg]) (fun v _ => ?_)
      rw [eval_neg]
      by_contra hv
      obtain ⟨z, hz⟩ := mem_range_of_exists_le_of_exists_ge q.continuous
        ⟨u, hu.le⟩ ⟨v, by linarith⟩
      have hmem : z ∈ q.roots := (mem_roots hq0).2 hz
      simp [hroots] at hmem
  · intro r hr
    obtain ⟨g, hg⟩ := dvd_iff_isRoot.2 ((mem_roots hp0).1 (Multiset.mem_toFinset.1 hr))
    constructor
    · by_contra h
      refine no_nonneg_factor hp (g := g) (s := X - C r) (by rw [hg]; ring)
        (by rw [natDegree_X_sub_C]; norm_num) (fun u hu => ?_)
      simp only [eval_sub, eval_X, eval_C]
      linarith [hu.1]
    · by_contra h
      refine no_nonneg_factor hp (g := -g) (s := -(X - C r)) (by rw [hg]; ring)
        (by rw [natDegree_neg, natDegree_X_sub_C]; norm_num) (fun u hu => ?_)
      simp only [eval_neg, eval_sub, eval_X, eval_C]
      linarith [hu.2]

/-- The quadrature on the roots of a Rys polynomial of degree `n` integrates every polynomial in
`t^2` of degree below `2n` exactly against the weight `exp(-x t^2)` on `[0,1]`. -/
theorem quadrature_exact {x : ℝ} {n : ℕ} {p f : ℝ[X]} (hp : IsRysPolynomial x n p)
    (hf : f.natDegree < 2 * n) :
    ∑ u ∈ p.roots.toFinset, rysWeight x p u * f.eval u = rysMoment x f := by
  have hsplit : f %ₘ p + p * (f /ₘ p) = f := modByMonic_add_div f p
  have hq : (f /ₘ p).natDegree < n := by
    rw [natDegree_divByMonic f hp.monic, hp.natDegree_eq]; omega
  -- the quotient part integrates to zero
  have hL := congrArg (rysMoment x) hsplit
  rw [map_add, hp.orthogonal _ (degree_le_natDegree.trans_lt (by exact_mod_cast hq)),
    add_zero] at hL
  -- the remainder is its own Lagrange interpolant
  have hr : (f %ₘ p).degree < (p.roots.toFinset.card : WithBot ℕ) := by
    rw [(rys_nodes hp).1, ← hp.natDegree_eq, ← degree_eq_natDegree hp.monic.ne_zero]
    exact degree_modByMonic_lt f hp.monic
  have hI := congrArg (rysMoment x)
    (Lagrange.eq_interpolate (v := id) Function.injective_id.injOn hr)
  rw [Lagrange.interpolate_apply, map_sum] at hI
  rw [← hL, hI]
  refine Finset.sum_congr rfl fun u hu => ?_
  have hroot : p.eval u = 0 := (mem_roots hp.monic.ne_zero).1 (Multiset.mem_toFinset.1 hu)
  have he := congrArg (eval u) hsplit
  rw [eval_add, eval_mul, hroot, zero_mul, add_zero] at he
  simp only [id_eq]
  rw [← smul_eq_C_mul, map_smul, smul_eq_mul, he]
  exact mul_comm _ _

/-- Rys quadrature: a Rys polynomial of degree `n` has `n` distinct roots in `(0,1)`, and with
positive weights on them the sums of `w u^k` equal `F_k(x)` for all `k < 2n`. -/
theorem rys_quadrature {x : ℝ} {n : ℕ} {p : ℝ[X]} (hp : IsRysPolynomial x n p) :
    p.roots.toFinset.card = n ∧
    (∀ u ∈ p.roots.toFinset, u ∈ Set.Ioo (0 : ℝ) 1 ∧ 0 < rysWeight x p u) ∧
    ∀ k < 2 * n, ∑ u ∈ p.roots.toFinset, rysWeight x p u * u ^ k = boys k x := by
  obtain ⟨hcard, hmem⟩ := rys_nodes hp
  refine ⟨hcard, fun u hu => ⟨hmem u hu, ?_⟩, fun k hk => ?_⟩
  · -- integrate the square of the Lagrange basis polynomial of `u`
    have hinj : Set.InjOn (id : ℝ → ℝ) p.roots.toFinset := Function.injective_id.injOn
    have hn : 0 < n := hcard ▸ Finset.card_pos.2 ⟨u, hu⟩
    have hd : (Lagrange.basis p.roots.toFinset id u).natDegree = n - 1 := by
      rw [natDegree_eq_of_degree_eq_some (Lagrange.degree_basis hinj hu), hcard]
    have hex := quadrature_exact hp (f := Lagrange.basis p.roots.toFinset id u ^ 2)
      (by rw [natDegree_pow, hd]; omega)
    have hself : (Lagrange.basis p.roots.toFinset id u).eval u = 1 :=
      Lagrange.eval_basis_self hinj hu
    rw [Finset.sum_eq_single_of_mem u hu (fun v hv hvu => by
      have h0 : (Lagrange.basis p.roots.toFinset id u).eval v = 0 :=
        Lagrange.eval_basis_of_ne (v := id) hvu.symm hv
      rw [eval_pow, h0]; ring), eval_pow, hself, one_pow, mul_one] at hex
    rw [hex]
    refine rysMoment_pos x (pow_ne_zero 2 (Lagrange.basis_ne_zero hinj hu)) (fun v _ => ?_)
    rw [eval_pow]
    exact sq_nonneg _
  · have h := quadrature_exact hp (f := X ^ k) (by rwa [natDegree_X_pow])
    simpa only [eval_pow, eval_X, rysMoment_X_pow] using h

/-- A rule that reproduces the Boys functions `F_k(x)` for `k < N` integrates every polynomial in
`t^2` of degree below `N` exactly against the weight `exp(-x t^2)` on `[0,1]`. -/
theorem exact_of_boys {x : ℝ} {N : ℕ} {S : Finset ℝ} {w : ℝ → ℝ}
    (h : ∀ k < N, ∑ u ∈ S, w u * u ^ k = boys k x) {f : ℝ[X]} (hf : f.natDegree < N) :
    ∑ u ∈ S, w u * f.eval u = rysMoment x f := by
  have hL : rysMoment x f = ∑ i ∈ Finset.range N, f.coeff i * boys i x := by
    conv_lhs => rw [f.as_sum_range' N hf]
    rw [map_sum]
    refine Finset.sum_congr rfl fun i _ => ?_
    rw [← C_mul_X_pow_eq_monomial, ← smul_eq_C_mul, map_smul, rysMoment_X_pow, smul_eq_mul]
  rw [hL]
  simp_rw [eval_eq_sum_range' hf, Finset.mul_sum]
  rw [Finset.sum_comm]
  refine Finset.sum_congr rfl fun i hi => ?_
  rw [← h i (Finset.mem_range.1 hi), Finset.mul_sum]
  exact Finset.sum_congr rfl fun u _ => by ring

/-- Converse: if an `n`-point rule reproduces `F_k(x)` for all `k < 2n`, the monic polynomial of
degree `n` vanishing at its nodes is a Rys polynomial. -/
theorem isRysPolynomial_of_exact {x : ℝ} {S : Finset ℝ} {w : ℝ → ℝ}
    (h : ∀ k < 2 * S.card, ∑ u ∈ S, w u * u ^ k = boys k x) :
    IsRysPolynomial x S.card (∏ u ∈ S, (X - C u)) := by
  have hd : (∏ u ∈ S, (X - C u)).natDegree = S.card := by
    rw [natDegree_prod_of_monic _ _ (fun u _ => monic_X_sub_C u)]
    simp
  refine ⟨monic_prod_of_monic _ _ (fun u _ => monic_X_sub_C u), hd, fun q hq => ?_⟩
  by_cases hq0 : q = 0
  · rw [hq0, mul_zero, map_zero]
  have hqn := (natDegree_lt_iff_degree_lt hq0).2 hq
  have hle := natDegree_mul_le (p := ∏ u ∈ S, (X - C u)) (q := q)
  rw [← exact_of_boys h (by omega)]
  refine Finset.sum_eq_zero fun u hu => ?_
  rw [eval_mul, eval_prod, Finset.prod_eq_zero hu (by simp), zero_mul, mul_zero]

/-- Sharpness: no rule with `n` nodes, whatever its real weights, reproduces `F_k(x)` for all
`k` up to and including `2n`. -/
theorem no_higher_exactness (x : ℝ) (S : Finset ℝ) (w : ℝ → ℝ) :
    ¬ ∀ k < 2 * S.card + 1, ∑ u ∈ S, w u * u ^ k = boys k x := by
  intro h
  have hp := isRysPolynomial_of_exact (fun k hk => h k (by omega))
  -- the squared node polynomial vanishes at all nodes but has a positive integral
  have hpos := rysMoment_pos x (pow_ne_zero 2 hp.monic.ne_zero)
    (fun v _ => by rw [eval_pow]; exact sq_nonneg _)
  rw [← exact_of_boys h (by rw [natDegree_pow, hp.natDegree_eq]; omega)] at hpos
  refine hpos.ne' (Finset.sum_eq_zero fun u hu => ?_)
  rw [eval_pow, eval_prod, Finset.prod_eq_zero hu (by simp)]
  ring

/-- For every real `x`, the polynomial `X - F_1(x)/F_0(x)` is a Rys polynomial of degree one. -/
theorem isRysPolynomial_witness (x : ℝ) :
    IsRysPolynomial x 1 (X - C (boys 1 x / boys 0 x)) := by
  refine ⟨monic_X_sub_C _, natDegree_X_sub_C _, fun q hq => ?_⟩
  by_cases hq0 : q = 0
  · rw [hq0, mul_zero, map_zero]
  have hqn := (natDegree_lt_iff_degree_lt hq0).2 hq
  have hF : 0 < boys 0 x := by
    rw [← rysMoment_X_pow]
    exact rysMoment_pos x (pow_ne_zero 0 X_ne_zero) (fun u _ => by simp)
  have e : (X - C (boys 1 x / boys 0 x)) * q
      = q.coeff 0 • (X ^ 1 - (boys 1 x / boys 0 x) • X ^ 0) := by
    conv_lhs => rw [eq_C_of_natDegree_eq_zero (by omega : q.natDegree = 0)]
    rw [smul_eq_C_mul, smul_eq_C_mul]
    ring
  rw [e, map_smul, map_sub, map_smul, rysMoment_X_pow, rysMoment_X_pow, smul_eq_mul,
    smul_eq_mul, div_mul_cancel₀ _ hF.ne', sub_self, mul_zero]

end

end RysQuadrature
```

```lean
#print axioms RysQuadrature.rys_quadrature
#print axioms RysQuadrature.no_higher_exactness
```

```
'RysQuadrature.rys_quadrature' depends on axioms: [propext, Classical.choice, Quot.sound]
'RysQuadrature.no_higher_exactness' depends on axioms: [propext, Classical.choice, Quot.sound]
```

`boys k x` is $F_k(x)$, `rysMoment x` is $L$ as a linear map, and `IsRysPolynomial x n p` collects the three conditions on $p$. In `rys_quadrature`, `p.roots.toFinset` is the set of distinct real roots; its cardinality is $n$, and `rysWeight x p u` is the explicit $w_u$. Every real $x$ is allowed, and $n=0$ gives an empty rule.

The Rys polynomial is a hypothesis of `rys_quadrature`. One exists for every $n$, by Gram–Schmidt orthogonalisation of $1,X,X^2,\dots$ under the inner product $L(fg)$, but the file does not prove this for general $n$; `isRysPolynomial_witness` constructs one for $n=1$. The file contains no root-finding algorithm or rounding analysis.

The electron-repulsion integral over four primitive Gaussian orbitals is a finite combination of $F_0(x),\dots,F_m(x)$, where $m$ is the sum of their four angular momenta and $x\ge0$ is set by their exponents and centres. In exact arithmetic, a Rys rule with $n>m/2$ nodes therefore evaluates it without quadrature error. An integral over contracted orbitals is a sum of such terms, whose values of $x$ can differ, and the nodes and weights depend on $x$.

## How the proof follows the derivation

`rysMoment_pos` picks a non-root $u\in[0,1]$ and evaluates the integrand at $t=\sqrt u$. `no_nonneg_factor` is the contradiction above, and `rys_nodes` applies it to the four cases, splitting off the real roots with `exists_prod_multiset_X_sub_C_mul`.

`quadrature_exact` uses division by a monic polynomial (`%ₘ`, `/ₘ`) and `Lagrange.eq_interpolate`. `rys_quadrature` then inserts the squared basis polynomial for positivity and `X ^ k` for the Boys functions.

`exact_of_boys` extends agreement on monomials to polynomials by expanding in coefficients and exchanging sums. `isRysPolynomial_of_exact` and `no_higher_exactness` apply it to $Pq$ and $P^2$.
